# The Rayleigh energy of a downfolded orbital is a Newton step on the secular function

A head orbital of energy a is coupled by real amplitudes v_i to finitely many levels d_i, which are not coupled to one another, in a one-particle Hamiltonian H. For a trial energy e different from every d_i, the downfolded orbital has amplitude 1 on the head and v_i/(e − d_i) on the levels; it is not normalised, so its energy is the Rayleigh quotient, with the squared norm as denominator. `rayleighEnergy_eq` states that this energy equals e − K(e)/K′(e), where K(e) = e − a − ∑ v_i²/(e − d_i) and K′(e) = 1 + ∑ v_i²/(e − d_i)². The attempt shows that the squared norm is K′(e) and the overlap with the head is 1, then puts both into the residual equation, by which H − e sends the orbital to −K(e) times the head.

This version doesn't compile in Lean 4 with Mathlib:

```lean
import Mathlib

open Matrix

namespace RayleighEnergyEq

noncomputable section

variable {ι : Type*} [Fintype ι]

/-- The downfolded secular function `K(E) = E - a - ∑ v_i² / (E - d_i)`, for energies `E`
different from every level `d_i`. -/
def secular (a : ℝ) (d v : ι → ℝ) (E : ℝ) : ℝ := E - a - ∑ i, v i ^ 2 / (E - d i)

/-- The energy slope `1 + ∑ v_i² / (E - d_i)²`, for energies `E` different from every
level `d_i`. -/
def slope (d v : ι → ℝ) (E : ℝ) : ℝ := 1 + ∑ i, v i ^ 2 / (E - d i) ^ 2

/-- The head orbital, with no amplitude on the levels `d_i`. -/
def head : Unit ⊕ ι → ℝ := Sum.elim (fun _ => 1) (fun _ => 0)

/-- The orbital downfolded at the node `e`: amplitude one on the head and `v_i / (e - d_i)` on
the levels, for `e` different from every `d_i`. -/
def orbital (d v : ι → ℝ) (e : ℝ) : Unit ⊕ ι → ℝ :=
  Sum.elim (fun _ => 1) (fun i => v i / (e - d i))

/-- The Hamiltonian of a head orbital of energy `a` coupled by `v_i` to levels `d_i`. -/
def hamiltonian [DecidableEq ι] (a : ℝ) (d v : ι → ℝ) : Matrix (Unit ⊕ ι) (Unit ⊕ ι) ℝ :=
  Matrix.fromBlocks (Matrix.of fun _ _ => a) (Matrix.of fun _ i => v i)
    (Matrix.of fun i _ => v i) (Matrix.diagonal d)

/-- The Rayleigh quotient of the Hamiltonian in the orbital downfolded at the node `e`, for `e`
different from every `d_i`. -/
def rayleighEnergy [DecidableEq ι] (a : ℝ) (d v : ι → ℝ) (e : ℝ) : ℝ :=
  (orbital d v e ⬝ᵥ (hamiltonian a d v *ᵥ orbital d v e)) / (orbital d v e ⬝ᵥ orbital d v e)

/-- The energy slope is positive. -/
theorem slope_pos (d v : ι → ℝ) (e : ℝ) : 0 < slope d v e := by
  have h : 0 ≤ ∑ i, v i ^ 2 / (e - d i) ^ 2 := Finset.sum_nonneg fun i _ => by positivity
  unfold slope
  linarith

/-- At a node `e` away from the levels, the downfolded orbital solves the Schrödinger equation up to
a residual: `(H - e) ψ` is `-K(e)` times the head orbital. -/
theorem hamiltonian_mulVec_orbital [DecidableEq ι] (a : ℝ) (d v : ι → ℝ) {e : ℝ}
    (he : ∀ i, e ≠ d i) :
    hamiltonian a d v *ᵥ orbital d v e = e • orbital d v e - secular a d v e • head := by
  ext x
  rcases x with u | i
  · have hs : ∑ i, v i * (v i / (e - d i)) = ∑ i, v i ^ 2 / (e - d i) :=
      Finset.sum_congr rfl fun i _ => by ring
    simp only [hamiltonian, orbital, head, secular, Matrix.mulVec, dotProduct,
      Fintype.sum_sum_type, Matrix.fromBlocks_apply₁₁, Matrix.fromBlocks_apply₁₂,
      Matrix.of_apply, Sum.elim_inl, Sum.elim_inr, Pi.sub_apply, Pi.smul_apply, smul_eq_mul,
      Finset.univ_unique, Finset.sum_singleton]
    linear_combination hs
  · have hc : v i / (e - d i) * (e - d i) = v i := div_mul_cancel₀ _ (sub_ne_zero.2 (he i))
    simp only [hamiltonian, orbital, head, Matrix.mulVec, dotProduct,
      Fintype.sum_sum_type, Matrix.fromBlocks_apply₂₁, Matrix.fromBlocks_apply₂₂,
      Matrix.of_apply, Sum.elim_inl, Sum.elim_inr, Pi.sub_apply, Pi.smul_apply, smul_eq_mul,
      Finset.univ_unique, Finset.sum_singleton, Matrix.diagonal_apply, ite_mul, zero_mul,
      Finset.sum_ite_eq, Finset.mem_univ, if_true]
    linear_combination -hc

/-- At a node `e` away from the levels, the Rayleigh energy of the downfolded orbital is
`e - K(e) / K'(e)`. -/
theorem rayleighEnergy_eq [DecidableEq ι] (a : ℝ) (d v : ι → ℝ) {e : ℝ} (he : ∀ i, e ≠ d i) :
    rayleighEnergy a d v e = e - secular a d v e / slope d v e := by
  have hn : orbital d v e ⬝ᵥ orbital d v e = slope d v e := by
    have hs : ∑ i, v i / (e - d i) * (v i / (e - d i)) = ∑ i, v i ^ 2 / (e - d i) ^ 2 :=
      Finset.sum_congr rfl fun i _ => by ring
    simp only [orbital, slope, dotProduct, Fintype.sum_sum_type, Sum.elim_inl, Sum.elim_inr,
      Finset.univ_unique, Finset.sum_singleton]
    linear_combination hs
  have hp : orbital d v e ⬝ᵥ head = 1 := by
    simp [orbital, head, dotProduct, Fintype.sum_sum_type]
  rw [rayleighEnergy, hamiltonian_mulVec_orbital a d v he, dotProduct_sub, dotProduct_smul,
    dotProduct_smul, hn, hp, smul_eq_mul, smul_eq_mul, mul_one, sub_div,
    mul_div_cancel_right₀ _ (slope_pos d v e).ne']

end

end RayleighEnergyEq
```

Messages:

```
Try this:
  [apply] ring_nf
  
  The `ring` tactic failed to close the goal. Use `ring_nf` to obtain a normal form.
    
  Note that `ring` works primarily in *commutative* rings. If you have a noncommutative ring, abelian group or module, consider using `noncomm_ring`, `abel` or `module` instead.
Main.lean:71:38: error: unsolved goals
ι : Type u_1
inst✝¹ : Fintype ι
inst✝ : DecidableEq ι
a : ℝ
d v : ι → ℝ
e : ℝ
he : ∀ (i : ι), e ≠ d i
i : ι
x✝ : i ∈ Finset.univ
⊢ v i ^ 2 * (e - d i)⁻¹ ^ 2 = v i ^ 2 * (-(e * d i * 2) + e ^ 2 + d i ^ 2)⁻¹
```

The repair, with which the file compiles:

```diff
@@ -69,5 +69,5 @@
   have hn : orbital d v e ⬝ᵥ orbital d v e = slope d v e := by
     have hs : ∑ i, v i / (e - d i) * (v i / (e - d i)) = ∑ i, v i ^ 2 / (e - d i) ^ 2 :=
-      Finset.sum_congr rfl fun i _ => by ring
+      Finset.sum_congr rfl fun i _ => by rw [← div_pow, sq]
     simp only [orbital, slope, dotProduct, Fintype.sum_sum_type, Sum.elim_inl, Sum.elim_inr,
       Finset.univ_unique, Finset.sum_singleton]
```

Diagnosis. The error is in `hs`, a step towards the squared norm, where `ring` must show for each level that `v i / (e - d i) * (v i / (e - d i))` equals `v i ^ 2 / (e - d i) ^ 2`. The identity is true, but `ring` brings the two sides to different normal forms. On the left it keeps the inverse of `e - d i` and squares it. On the right it first expands the square `(e - d i) ^ 2` and then takes the inverse of the resulting sum, which it does not factor back. The unsolved goal shows these two forms. The "Try this" message suggests `ring_nf`, but the goal displayed is what remains after that normalisation, so the suggestion would not close it.

The repair avoids expanding the denominator. Rewriting with `← div_pow` turns the right side into `(v i / (e - d i)) ^ 2`, and `sq` writes that square as a product, identical to the left side, so `rw` closes the goal by reflexivity.
